# In a quadratic occupation model, a dominant penalty on fractional occupation makes all 2^M integer configurations strict local minima

Take one site with occupation x between 0 and 1 and energy

E(x) = U x(1 − x)/2 + h x.

Moving inward from x = 0, the energy starts to rise with slope U/2 + h. Moving inward from x = 1, it starts to rise with slope U/2 − h. If |h| < U/2, both slopes are positive and both ends are strict local minima, separated by a barrier. With more sites and a pairwise coupling between them, the other occupations only shift h. If both slopes stay positive whatever the other occupations are, each site keeps both of its minima, and M sites have 2^M of them.

## Energy, slopes and traps

In Lean 4 with Mathlib:

```lean
import Mathlib

open Finset Topology

namespace MetastableOccupations

noncomputable section

variable {ι : Type*} [Fintype ι] {U : ℝ} {h : ι → ℝ} {W : Matrix ι ι ℝ}
```

The sites form a finite type `ι`, so M is `Fintype.card ι`, and a configuration is a function `x : ι → ℝ`. The energy is

E(x) = Σ_i [U x_i(1 − x_i)/2 + h_i x_i] + (1/2) Σ_ij W_ij x_i x_j.

The constant U sets the strength of a Hubbard-type penalty on fractional occupation, h_i is a site energy, and W_ij couples the sites. The code comments call the penalty a self-interaction term because it involves one site only. It is not the self-interaction error of semilocal density functionals, which typically has the opposite curvature.

```lean
/-- Energy of the occupations `x`: a self-interaction term `U x (1 - x) / 2` and a site energy `h`
on every site, and half the sum of `W i j * x i * x j` over all `i` and `j`. -/
def energy (U : ℝ) (h : ι → ℝ) (W : Matrix ι ι ℝ) (x : ι → ℝ) : ℝ :=
  ∑ i, (U * x i * (1 - x i) / 2 + h i * x i) + (1 / 2) * ∑ i, ∑ j, W i j * x i * x j
```

For symmetric W, the partial derivative of E with respect to x_i is

s_i(x) = U(1 − 2x_i)/2 + h_i + Σ_j W_ij x_j.

The file takes this expression as a definition.

```lean
/-- The slope at site `i`: the site energy, the self-interaction contribution `U (1 - 2 x i) / 2`
and the coupling field `∑ j, W i j * x j`. -/
def slope (U : ℝ) (h : ι → ℝ) (W : Matrix ι ι ℝ) (x : ι → ℝ) (i : ι) : ℝ :=
  U * (1 - 2 * x i) / 2 + h i + ∑ j, W i j * x j
```

The allowed configurations fill a cube, and its vertices are the integer configurations.

```lean
/-- All occupations lie between 0 and 1. -/
def InCube (x : ι → ℝ) : Prop := ∀ i, 0 ≤ x i ∧ x i ≤ 1

/-- Every site is either empty or full. -/
def IsVertex (x : ι → ℝ) : Prop := ∀ i, x i = 0 ∨ x i = 1
```

A trap is a configuration v in the cube whose energy is strictly below that of every other configuration in the cube with all |x_i − v_i| < δ, for some δ > 0. The global minimum counts as a trap if it is strict in this sense.

```lean
/-- A trap is a strict local minimum of the energy among occupations between 0 and 1. -/
def IsTrap (U : ℝ) (h : ι → ℝ) (W : Matrix ι ι ℝ) (v : ι → ℝ) : Prop :=
  InCube v ∧ ∃ δ > 0, ∀ x, InCube x → x ≠ v → (∀ i, |x i - v i| < δ) →
    energy U h W v < energy U h W x
```

## Energy differences from mean slopes

For two configurations x and v, the on-site penalty changes by

U[x_i(1 − x_i) − v_i(1 − v_i)]/2 = (x_i − v_i) U(1 − x_i − v_i)/2,

which is x_i − v_i times the mean of the two penalty slopes. The site energy changes by (x_i − v_i)h_i. For the coupling,

(1/2) Σ_ij W_ij (x_i − v_i)(x_j + v_j) = (1/2) Σ_ij W_ij (x_i x_j − v_i v_j),

because the mixed terms cancel when W is symmetric. Together,

E(x) − E(v) = Σ_i (x_i − v_i)[s_i(x) + s_i(v)]/2.

In the code, `hsym` is the cancellation and `key` is the algebra at one site.

```lean
/-- For symmetric coupling, the energy difference of two configurations is the sum over sites
of the change in occupation times the mean of the two slopes. -/
theorem energy_sub (hW : W.IsSymm) (x v : ι → ℝ) :
    energy U h W x - energy U h W v =
      ∑ i, (x i - v i) * ((slope U h W x i + slope U h W v i) / 2) := by
  -- the mixed terms cancel by symmetry of the coupling
  have hsym : ∑ i, ∑ j, W i j * x i * v j = ∑ i, ∑ j, W i j * v i * x j := by
    rw [Finset.sum_comm]
    exact sum_congr rfl fun i _ => sum_congr rfl fun j _ => by rw [hW.apply i j]; ring
  have key : ∀ i, (x i - v i) * ((slope U h W x i + slope U h W v i) / 2) =
      (U * x i * (1 - x i) / 2 + h i * x i) - (U * v i * (1 - v i) / 2 + h i * v i)
      + (1 / 2) * (∑ j, W i j * x i * x j - ∑ j, W i j * v i * v j
        + ∑ j, W i j * x i * v j - ∑ j, W i j * v i * x j) := by
    intro i
    have pull : ∀ (a : ℝ) (y : ι → ℝ), ∑ j, W i j * a * y j = a * ∑ j, W i j * y j := by
      intro a y
      rw [Finset.mul_sum]
      exact sum_congr rfl fun j _ => by ring
    rw [pull (x i) x, pull (v i) v, pull (x i) v, pull (v i) x]
    unfold slope
    ring
  rw [sum_congr rfl fun i _ => key i]
  simp only [energy, sum_add_distrib, sum_sub_distrib, ← Finset.mul_sum]
  linear_combination (-1 / 2) * hsym
```

Now assume that W has zero diagonal, and change only x_i, by t. The slope at i becomes s_i(x) − Ut, and the identity gives

ΔE = t[s_i(x) + s_i(x) − Ut]/2 = t s_i(x) − Ut²/2.

```lean
/-- For symmetric coupling with zero diagonal, changing one occupation by `t` changes the
energy by `t` times the slope minus `U t² / 2`. -/
theorem energy_edge [DecidableEq ι] (hW : W.IsSymm) (hd : ∀ i, W i i = 0)
    (x : ι → ℝ) (i : ι) (t : ℝ) :
    energy U h W (x + Pi.single i t) - energy U h W x
      = t * slope U h W x i - U * t ^ 2 / 2 := by
  have h0 : ∑ j, W i j * (x + Pi.single i t : ι → ℝ) j = ∑ j, W i j * x j := by
    refine sum_congr rfl fun j _ => ?_
    rcases eq_or_ne j i with rfl | hj
    · simp [hd]
    · simp [hj]
  have hs : slope U h W (x + Pi.single i t) i = slope U h W x i - U * t := by
    unfold slope
    rw [h0]
    simp only [Pi.add_apply, Pi.single_eq_same]
    ring
  rw [energy_sub hW, Finset.sum_eq_single i]
  · rw [hs]
    simp only [Pi.add_apply, Pi.single_eq_same]
    ring
  · intro j _ hj
    simp [hj]
  · intro hi
    exact absurd (mem_univ i) hi
```

At a trap this cost is positive for every small nonzero t that keeps x_i between 0 and 1.

```lean
/-- At a trap, with symmetric coupling of zero diagonal, every small enough nonzero change of
one occupation that keeps it between 0 and 1 costs energy. -/
theorem IsTrap.edge_cost (hW : W.IsSymm) (hd : ∀ i, W i i = 0) {x : ι → ℝ}
    (hx : IsTrap U h W x) (i : ι) :
    ∃ δ > 0, ∀ t, t ≠ 0 → |t| < δ → 0 ≤ x i + t → x i + t ≤ 1 →
      0 < t * slope U h W x i - U * t ^ 2 / 2 := by
  classical
  obtain ⟨hc, δ, hδ, H⟩ := hx
  refine ⟨δ, hδ, fun t ht htδ h0 h1 => ?_⟩
  rw [← energy_edge hW hd x i t, sub_pos]
  apply H
  · intro j
    rcases eq_or_ne j i with rfl | hj
    · simpa using And.intro h0 h1
    · simpa [Pi.single_apply, hj] using hc j
  · intro he
    exact ht (by simpa using congrFun he i)
  · intro j
    rcases eq_or_ne j i with rfl | hj
    · simpa using htδ
    · simpa [Pi.single_apply, hj] using hδ
```

## No trap at fractional occupation

Suppose 0 < x_i < 1 at a trap. For small t > 0 both t and −t are allowed, so both costs are positive. But their sum is

[t s_i − Ut²/2] + [−t s_i − Ut²/2] = −Ut² ≤ 0

when U ≥ 0, a contradiction. The code picks such a t as a minimum of three bounds.

```lean
/-- For `U ≥ 0` and symmetric coupling with zero diagonal, a trap has no fractional
occupation. -/
theorem IsTrap.isVertex (hW : W.IsSymm) (hd : ∀ i, W i i = 0) (hU : 0 ≤ U) {x : ι → ℝ}
    (hx : IsTrap U h W x) : IsVertex x := by
  intro i
  by_contra hne
  rw [not_or] at hne
  obtain ⟨δ, hδ, H⟩ := hx.edge_cost hW hd i
  have h0 : 0 < x i := lt_of_le_of_ne (hx.1 i).1 (Ne.symm hne.1)
  have h1 : x i < 1 := lt_of_le_of_ne (hx.1 i).2 hne.2
  obtain ⟨t, ht, h2, h3, h4⟩ : ∃ t : ℝ, 0 < t ∧ t < δ ∧ t ≤ x i ∧ t ≤ 1 - x i :=
    ⟨min (δ / 2) (min (x i) (1 - x i)),
      lt_min (by linarith) (lt_min h0 (by linarith)),
      (min_le_left _ _).trans_lt (by linarith),
      (min_le_right _ _).trans (min_le_left _ _),
      (min_le_right _ _).trans (min_le_right _ _)⟩
  -- the costs of moving up and down add to `-U t²`
  have a := H t ht.ne' (by rwa [abs_of_pos ht]) (by linarith) (by linarith)
  have b := H (-t) (neg_ne_zero.2 ht.ne') (by rwa [abs_neg, abs_of_pos ht])
    (by linarith) (by linarith)
  nlinarith [mul_nonneg hU (sq_nonneg t)]
```

The zero diagonal matters here. One site with U = 0, h = −1/2 and W_11 = 1 has E = (x² − x)/2, with a strict minimum at x = 1/2.

## Inward slopes decide which vertices are traps

At a vertex v, let σ_i = 1 − 2v_i, which is +1 for an empty site and −1 for a full one. Inside the cube x_i − v_i = σ_i|x_i − v_i|, so

E(x) − E(v) = Σ_i |x_i − v_i| σ_i[s_i(x) + s_i(v)]/2.

If σ_i s_i(v) > 0 for every i, continuity keeps all the factors σ_i[s_i(x) + s_i(v)]/2 positive near v. Every term is then nonnegative, and at least one is positive when x ≠ v. In the code, `hev` is the continuity argument and `hterm` rewrites each term.

```lean
/-- For symmetric coupling, a 0/1 configuration is a trap if the slope into the cube is
positive at every site. -/
theorem isTrap_of_inward (hW : W.IsSymm) {v : ι → ℝ} (hv : IsVertex v)
    (hs : ∀ i, 0 < (1 - 2 * v i) * slope U h W v i) : IsTrap U h W v := by
  -- the mean inward slopes stay positive near the vertex
  have hev : ∀ᶠ x in 𝓝 v, ∀ i,
      0 < (1 - 2 * v i) * ((slope U h W x i + slope U h W v i) / 2) := by
    rw [Filter.eventually_all]
    intro i
    have hc : Continuous fun x : ι → ℝ =>
        (1 - 2 * v i) * ((slope U h W x i + slope U h W v i) / 2) := by
      unfold slope
      fun_prop
    refine (isOpen_lt continuous_const hc).mem_nhds ?_
    show 0 < (1 - 2 * v i) * ((slope U h W v i + slope U h W v i) / 2)
    rw [add_self_div_two]
    exact hs i
  obtain ⟨δ, hδ, H⟩ := Metric.eventually_nhds_iff.1 hev
  refine ⟨fun i => by rcases hv i with e | e <;> rw [e] <;> norm_num,
    δ, hδ, fun x hx hne hdist => ?_⟩
  have Hx := H ((dist_pi_lt_iff hδ).2 fun i => by rw [Real.dist_eq]; exact hdist i)
  have hterm : ∀ i, (x i - v i) * ((slope U h W x i + slope U h W v i) / 2) =
      |x i - v i| * ((1 - 2 * v i) * ((slope U h W x i + slope U h W v i) / 2)) := by
    intro i
    rcases hv i with e | e
    · rw [e, abs_of_nonneg (by linarith [(hx i).1])]
      ring
    · rw [e, abs_of_nonpos (by linarith [(hx i).2])]
      ring
  rw [← sub_pos, energy_sub hW, sum_congr rfl fun i _ => hterm i]
  obtain ⟨i, hi⟩ := Function.ne_iff.1 hne
  exact Finset.sum_pos' (fun j _ => mul_nonneg (abs_nonneg _) (Hx j).le)
    ⟨i, mem_univ i, mul_pos (abs_pos.2 (sub_ne_zero.2 hi)) (Hx i)⟩
```

Conversely, moving site i inward from a trap by a small t > 0 costs tσ_i s_i(v) − Ut²/2 > 0. For U ≥ 0 this forces σ_i s_i(v) > 0.

```lean
/-- For `U ≥ 0` and symmetric coupling with zero diagonal, a 0/1 configuration is a trap
exactly when the slope into the cube is positive at every site. -/
theorem isTrap_iff_inward (hW : W.IsSymm) (hd : ∀ i, W i i = 0) (hU : 0 ≤ U)
    {v : ι → ℝ} (hv : IsVertex v) :
    IsTrap U h W v ↔ ∀ i, 0 < (1 - 2 * v i) * slope U h W v i := by
  refine ⟨fun ht i => ?_, isTrap_of_inward hW hv⟩
  obtain ⟨δ, hδ, H⟩ := ht.edge_cost hW hd i
  obtain ⟨t, ht0, h2, h3⟩ : ∃ t : ℝ, 0 < t ∧ t < δ ∧ t ≤ 1 :=
    ⟨min (δ / 2) 1, lt_min (by linarith) one_pos,
      (min_le_left _ _).trans_lt (by linarith), min_le_right _ _⟩
  have hq := mul_nonneg hU (sq_nonneg t)
  refine pos_of_mul_pos_right (a := t) ?_ ht0.le
  rcases hv i with e | e
  · have a := H t ht0.ne' (by rwa [abs_of_pos ht0]) (by linarith) (by linarith)
    rw [e]
    nlinarith
  · have a := H (-t) (neg_ne_zero.2 ht0.ne') (by rwa [abs_neg, abs_of_pos ht0])
      (by linarith) (by linarith)
    rw [e]
    nlinarith
```

## The bound on U and the count 2^M

Since σ_i² = 1 and each v_j is 0 or 1,

σ_i s_i(v) = U/2 + σ_i(h_i + Σ_j W_ij v_j) ≥ U/2 − |h_i| − Σ_j |W_ij|.

The hypothesis `hgap` makes the right side positive. Physically, the penalty would outweigh the site energy and the couplings even if all of them pushed in the same direction.

```lean
/-- For symmetric coupling, if `U / 2` exceeds the site energy plus the total coupling, in
absolute values, at every site, then every 0/1 configuration is a trap. -/
theorem vertex_isTrap (hW : W.IsSymm) (hgap : ∀ i, |h i| + ∑ j, |W i j| < U / 2)
    {v : ι → ℝ} (hv : IsVertex v) : IsTrap U h W v := by
  refine isTrap_of_inward hW hv fun i => ?_
  have hb : |∑ j, W i j * v j| ≤ ∑ j, |W i j| :=
    (Finset.abs_sum_le_sum_abs _ _).trans
      (Finset.sum_le_sum fun j _ => by rcases hv j with e | e <;> simp [e])
  have hb' := abs_le.1 hb
  have hg := hgap i
  have h1 := neg_abs_le (h i)
  have h2 := le_abs_self (h i)
  unfold slope
  rcases hv i with e | e <;> rw [e] <;> linarith [hb'.1, hb'.2]
```

With at least one site, the same hypothesis gives U > 0, so fractional traps are excluded as well. The traps are therefore exactly the vertices, and two independent choices per site give 2^M.

```lean
/-- For symmetric coupling with zero diagonal, if `U / 2` exceeds `|h i| + ∑ j, |W i j|` at
every site, the traps are exactly the 0/1 configurations, and `M` sites have `2 ^ M` traps. -/
theorem traps_eq_vertices (hW : W.IsSymm) (hd : ∀ i, W i i = 0)
    (hgap : ∀ i, |h i| + ∑ j, |W i j| < U / 2) :
    {x | IsTrap U h W x} = {x | IsVertex x} ∧
      {x | IsTrap U h W x}.ncard = 2 ^ Fintype.card ι := by
  classical
  have heq : {x | IsTrap U h W x} = {x | IsVertex x} := by
    ext x
    refine ⟨fun hx i => ?_, fun hx => vertex_isTrap hW hgap hx⟩
    have hU : 0 ≤ U := by
      have h1 : 0 ≤ ∑ j, |W i j| := Finset.sum_nonneg fun j _ => abs_nonneg _
      linarith [hgap i, abs_nonneg (h i)]
    exact IsTrap.isVertex hW hd hU hx i
  refine ⟨heq, ?_⟩
  -- count the independent choices 0 or 1 on each site
  have hfin : {x : ι → ℝ | IsVertex x} =
      ((Fintype.piFinset fun _ : ι => ({0, 1} : Finset ℝ)) : Set (ι → ℝ)) := by
    ext x
    simp [IsVertex]
  rw [heq, hfin, Set.ncard_coe_finset, Fintype.card_piFinset]
  simp
```

For Hubbard-corrected electronic-structure calculations this illustrates how the starting occupations can select the final state, within a model of coupled scalar occupations with no fixed electron number, no orbital relaxation and no on-site curvature besides −U. The theorem gives no barrier heights or basin sizes. If site energies, couplings and numbers of neighbours stay bounded as sites are added, one fixed U can satisfy the condition at every M.

## When the bound is sharp

Let U, all h_i and all W_ij be nonnegative. At the fully occupied vertex every σ_i is −1, and the inward slope is

U/2 − h_i − Σ_j W_ij.

If every vertex is a trap, these slopes must be positive, which is the bound itself. The other direction is the previous result without absolute values.

```lean
/-- For `U ≥ 0`, nonnegative site energies and nonnegative symmetric coupling with zero
diagonal, all 0/1 configurations are traps exactly when `h i + ∑ j, W i j < U / 2` at every
site. -/
theorem all_vertices_trap_iff (hW : W.IsSymm) (hd : ∀ i, W i i = 0) (hU : 0 ≤ U)
    (hh : ∀ i, 0 ≤ h i) (hWn : ∀ i j, 0 ≤ W i j) :
    (∀ v, IsVertex v → IsTrap U h W v) ↔ ∀ i, h i + ∑ j, W i j < U / 2 := by
  constructor
  · intro H i
    -- apply the hypothesis to the fully occupied configuration
    have hv : IsVertex (fun _ : ι => (1 : ℝ)) := fun _ => Or.inr rfl
    have hi := (isTrap_iff_inward hW hd hU hv).1 (H _ hv) i
    simp only [slope, mul_one] at hi
    linarith
  · intro H v hv
    refine vertex_isTrap hW (fun i => ?_) hv
    rw [abs_of_nonneg (hh i), sum_congr rfl fun j _ => abs_of_nonneg (hWn i j)]
    exact H i

end

end MetastableOccupations
```

```lean
#print axioms MetastableOccupations.traps_eq_vertices
#print axioms MetastableOccupations.all_vertices_trap_iff
```

```
'MetastableOccupations.traps_eq_vertices' depends on axioms: [propext, Classical.choice, Quot.sound]
'MetastableOccupations.all_vertices_trap_iff' depends on axioms: [propext, Classical.choice, Quot.sound]
```

Two sites show what fails at equality. Take U > 0, h = 0 and W_12 = W_21 = U/2. Then

E(1, 1) = U/2 and E(1 − t, 1) = U(1 − t²)/2,

so emptying one site slightly already lowers the energy, and (1, 1) is not a trap. The strict inequality therefore cannot be weakened to ≤.
